# A mode in a coherent state and a displaced mode in vacuum give equal polynomial expectations for the same emitter state

In my simulation of a molecule coupled to one laser-filled cavity mode, I don't start the mode in its coherent state. I start it in the vacuum and add a classical drive to the molecular Hamiltonian. The results look sensible, but the step bothers me. The molecule absorbs and emits photons and becomes entangled with the mode, so the field doesn't stay coherent. How can a fixed complex number stand for it? Do I need so many photons that losing one makes no difference?

## Only the initial state has to be coherent

You don't need many photons. The replacement is an identity for any amplitude, provided that the mode starts in a coherent state and the emitter starts in the same state in both descriptions. It also doesn't remove the quantised field: the mode is still there, still coupled, and the entanglement builds up in it. The number $c$ accounts only for the initial amplitude.

Let $a$ and $a^\dagger$ be the mode operators, with $[a,a^\dagger]=1$, and let $m$ denote any emitter operator; it commutes with both. In the first description the initial vector $p$ satisfies $a\,p=c\,p$. In the second, the initial vector $v$ satisfies $a\,v=0$. Both give the same emitter expectations, $\langle p,m\,p\rangle=\langle v,m\,v\rangle$ for all $m$. In the second description, set
$$b=a+c,\qquad b^\dagger=a^\dagger+\bar c .$$
The constants drop out of the commutator, so $[b,b^\dagger]=1$. Moreover $b\,v=a\,v+c\,v=c\,v$. Thus $b$ acts on $v$ by the same rules as $a$ acts on $p$.

Now apply a polynomial $f$ in the mode and emitter operators to $p$, one operator at a time. The result is always a sum of terms $(a^\dagger)^k m\,p$, because each operator maps such a term to terms of the same kind:
$$a^\dagger (a^\dagger)^k m\,p=(a^\dagger)^{k+1}m\,p,\qquad m'(a^\dagger)^k m\,p=(a^\dagger)^k m'm\,p,$$
$$a\,(a^\dagger)^k m\,p=(a^\dagger)^k m\,a\,p+k\,(a^\dagger)^{k-1}m\,p=c\,(a^\dagger)^k m\,p+k\,(a^\dagger)^{k-1}m\,p,$$
where the term with the factor $k$ is absent for $k=0$. These steps used only the shared rules. Hence if they turn $f(a,a^\dagger)\,p$ into $\sum_k (a^\dagger)^k m_k\,p$, they turn $f(b,b^\dagger)\,v$ into $\sum_k (b^\dagger)^k m_k\,v$ with the same $m_k$. The overlaps agree term by term:
$$\langle p,(a^\dagger)^k m_k\,p\rangle=\langle a^k p,m_k\,p\rangle=\bar c^{\,k}\langle p,m_k\,p\rangle=\bar c^{\,k}\langle v,m_k\,v\rangle=\langle v,(b^\dagger)^k m_k\,v\rangle .$$
Summing over $k$ gives
$$\langle p,f(a,a^\dagger)\,p\rangle=\langle v,f(a+c,a^\dagger+\bar c)\,v\rangle .$$

For your drive term, take $H=h+s\,a+s'a^\dagger$, where $h$ is the emitter Hamiltonian and the emitter operators $s$ and $s'$ accompany absorption and emission. For a Hermitian $H$, $h$ is Hermitian and $s'=s^\dagger$. Displacing the field gives
$$h+s(a+c)+s'(a^\dagger+\bar c)=\bigl(h+c\,s+\bar c\,s'\bigr)+s\,a+s'a^\dagger .$$
The bracket is the driven emitter, and the last two terms are the coupling to the quantised mode. For a two-level emitter with $s=g\sigma_+$, $s'=g\sigma_-$ and real $g$ and $c$, the drive is $gc\,\sigma_x$.

This $H$ has no term $\omega a^\dagger a$. It describes a rotating-wave coupling in the frame that rotates at the mode frequency $\omega$. In this frame $h$ contains the detuning: for a two-level emitter with transition frequency $\omega_0$, $h=(\omega_0-\omega)\,\sigma_+\sigma_-$ with $\hbar=1$. With the term $\omega a^\dagger a$ kept, the displacement would also produce terms linear in $a$ and $a^\dagger$ that drive the mode itself.

The coherence condition matters, and fixing the mean amplitude is not enough in its place. Let $p$ be the one-photon state and $c=0$, with the same emitter state on both sides. The mean of $a$ in $p$ is $0$, as for a coherent state of amplitude $0$, but $a^\dagger a$ has expectation $1$ in $p$ and $0$ in the vacuum.

In the Lean file, `EmitterField A V` is an emitter with operator algebra `A` and one mode on a complex inner-product space `V`. For a two-level emitter, `A` is the algebra of complex $2\times2$ matrices. The creation operator is called `ad`, and `c` is the amplitude that textbooks usually call $\alpha$. The fields `adjoint` and `ccr` state that `a` and `ad` are formally adjoint and obey the commutation relation; `a_emitter` and `ad_emitter` state that they commute with the emitter. The inner product is conjugate-linear in its first argument.

The operators are defined on all of `V`, so a nonzero `V` cannot be complete: on a complete space, `adjoint` would make them bounded, and bounded operators cannot satisfy the commutation relation. One may think of photon-number amplitudes that fall off faster than any power of the photon number, tensored with the emitter space. Polynomials in the creation operator acting on the vacuum suffice for `W`, the space of the second description, but contain no coherent state with $c\ne0$. A truncated Fock basis does not satisfy the commutation relation, since the trace of a commutator vanishes in finite dimension; the relation fails in the highest level kept.

An `Observable` is any noncommutative polynomial in the mode and emitter operators, Hermitian or not. `eval` inserts the operators of a system, and `displace` replaces `a` and `ad` by their shifted versions. The theorem `mollow` is the identity derived above, with `S` the system on `V` and `T` the one on `W`. Its hypothesis `hst` is the equality of emitter expectations; for `m = 1` it says that `p` and `v` have equal norms. For unit vectors the two sides are quantum expectations. `mollow_field` treats the mode alone, where `hst` follows from the unit norms of `p` and `v`.

Mollow's transformation is usually written as a time-dependent displacement operator acting on the field. Here the displacement is static, it concerns one mode, and it appears as an equality of expectations without a unitary operator. For time evolution, `driven_emitter` gives equality for every $H^j m H^k$, with the drive added to $H$ on the vacuum side. Multiplied by $(it)^j(-it)^k/(j!\,k!)$, these expectations are the terms in the expansion of $\langle e^{iHt}m\,e^{-iHt}\rangle$ with $\hbar=1$. The theorem doesn't sum that expansion to a finite time, which needs a separate argument for an unbounded $H$. It also doesn't cover the error of a truncated Fock basis or the loss of photons from the cavity.

```lean
import Mathlib

open scoped InnerProductSpace ComplexConjugate

namespace MollowTransformation

/-- An emitter with operator algebra `A` and one field mode on a common state space: `a` and `ad`
are formally adjoint, obey `[a, ad] = 1`, and commute with all emitter operators. -/
structure EmitterField (A V : Type*) [Ring A] [Algebra ℂ A]
    [NormedAddCommGroup V] [InnerProductSpace ℂ V] where
  a : Module.End ℂ V
  ad : Module.End ℂ V
  emitter : A →ₐ[ℂ] Module.End ℂ V
  adjoint : ∀ x y, ⟪a x, y⟫_ℂ = ⟪x, ad y⟫_ℂ
  ccr : ∀ x, a (ad x) - ad (a x) = x
  a_emitter : ∀ m x, a (emitter m x) = emitter m (a x)
  ad_emitter : ∀ m x, ad (emitter m x) = emitter m (ad x)

/- One instance is the space of photon-number amplitudes that fall off faster than any power of the
photon number, tensored with the emitter space. It contains the coherent states; its construction
is left out here. -/

/-- Noncommutative polynomials in the letters `a`, `ad` and the emitter operators. -/
inductive Observable (A : Type*)
  | a
  | ad
  | emitter (m : A)
  | add (f g : Observable A)
  | mul (f g : Observable A)
  | pow (f : Observable A) (n : ℕ)

variable {A V W : Type*} [Ring A] [Algebra ℂ A]
  [NormedAddCommGroup V] [InnerProductSpace ℂ V]
  [NormedAddCommGroup W] [InnerProductSpace ℂ W]

/-- Inserts the field and emitter operators of a system into a noncommutative polynomial. -/
noncomputable def EmitterField.eval (S : EmitterField A V) : Observable A → Module.End ℂ V
  | .a => S.a
  | .ad => S.ad
  | .emitter m => S.emitter m
  | .add f g => S.eval f + S.eval g
  | .mul f g => S.eval f * S.eval g
  | .pow f n => S.eval f ^ n

/-- The same system with a classical amplitude added to the field: `a + c` and `ad + conj c`. -/
noncomputable def EmitterField.displace (S : EmitterField A V) (c : ℂ) : EmitterField A V where
  a := S.a + c • (1 : Module.End ℂ V)
  ad := S.ad + conj c • (1 : Module.End ℂ V)
  emitter := S.emitter
  adjoint x y := by
    change ⟪S.a x + c • x, y⟫_ℂ = ⟪x, S.ad y + conj c • y⟫_ℂ
    rw [inner_add_left, inner_add_right, inner_smul_left, inner_smul_right, S.adjoint]
  ccr x := by
    have regroup : ∀ u w r s t : V, u + r + (s + t) - (w + s + (r + t)) = u - w := by
      intros; abel
    change S.a (S.ad x + conj c • x) + c • (S.ad x + conj c • x) -
      (S.ad (S.a x + c • x) + conj c • (S.a x + c • x)) = x
    simp only [map_add, map_smul, smul_add]
    rw [smul_comm (conj c) c x, regroup, S.ccr]
  a_emitter m x := by
    change S.a (S.emitter m x) + c • S.emitter m x = S.emitter m (S.a x + c • x)
    simp only [map_add, map_smul, S.a_emitter]
  ad_emitter m x := by
    change S.ad (S.emitter m x) + conj c • S.emitter m x = S.emitter m (S.ad x + conj c • x)
    simp only [map_add, map_smul, S.ad_emitter]

/-- Two vectors are paired if they are built in the same way from `p` and `v` by emitter
operators, photon creation and addition. -/
inductive Paired (S : EmitterField A V) (T : EmitterField A W) (p : V) (v : W) : V → W → Prop
  | emitter (m : A) : Paired S T p v (S.emitter m p) (T.emitter m v)
  | create {x : V} {y : W} (h : Paired S T p v x y) : Paired S T p v (S.ad x) (T.ad y)
  | add {x x' : V} {y y' : W} (h : Paired S T p v x y) (h' : Paired S T p v x' y') :
      Paired S T p v (x + x') (y + y')

variable {S : EmitterField A V} {T : EmitterField A W} {p x : V} {v y : W} {c : ℂ}

/-- Annihilating a photon keeps vectors paired, if `p` and `v` are eigenvectors of the two
annihilation operators with the same eigenvalue. -/
theorem Paired.annihilate (hp : S.a p = c • p) (hv : T.a v = c • v)
    (h : Paired S T p v x y) : Paired S T p v (S.a x) (T.a y) := by
  induction h with
  | emitter m =>
    have h := Paired.emitter (S := S) (T := T) (p := p) (v := v) (c • m)
    rw [S.a_emitter, T.a_emitter, hp, hv]
    simpa only [map_smul, LinearMap.smul_apply] using h
  | create h ih =>
    -- the commutation relation moves `a` past the creation operator
    rw [sub_eq_iff_eq_add'.mp (S.ccr _), sub_eq_iff_eq_add'.mp (T.ccr _)]
    exact .add (.create ih) h
  | add _ _ ih ih' =>
    rw [map_add, map_add]
    exact .add ih ih'

/-- Acting with the same emitter operator keeps vectors paired. -/
theorem Paired.act (m : A) (h : Paired S T p v x y) :
    Paired S T p v (S.emitter m x) (T.emitter m y) := by
  induction h with
  | emitter m' =>
    have h := Paired.emitter (S := S) (T := T) (p := p) (v := v) (m * m')
    rw [map_mul, map_mul] at h
    exact h
  | create _ ih =>
    rw [← S.ad_emitter, ← T.ad_emitter]
    exact .create ih
  | add _ _ ih ih' =>
    rw [map_add, map_add]
    exact .add ih ih'

/-- Every polynomial in the field and emitter operators keeps vectors paired, if `p` and `v` are
eigenvectors of the two annihilation operators with the same eigenvalue. -/
theorem Paired.eval (hp : S.a p = c • p) (hv : T.a v = c • v) (f : Observable A) :
    ∀ x y, Paired S T p v x y → Paired S T p v (S.eval f x) (T.eval f y) := by
  induction f with
  | a => exact fun _ _ h => h.annihilate hp hv
  | ad => exact fun _ _ h => h.create
  | emitter m => exact fun _ _ h => h.act m
  | add f g hf hg =>
    intro x y h
    simp only [EmitterField.eval, LinearMap.add_apply]
    exact (hf _ _ h).add (hg _ _ h)
  | mul f g hf hg =>
    intro x y h
    simp only [EmitterField.eval, Module.End.mul_apply]
    exact hf _ _ (hg _ _ h)
  | pow f n hf =>
    simp only [EmitterField.eval]
    induction n with
    | zero =>
      intro x y h
      rw [pow_zero, pow_zero]
      exact h
    | succ n ih =>
      intro x y h
      rw [pow_succ, pow_succ]
      exact ih _ _ (hf _ _ h)

/-- Paired vectors have equal overlaps with `p` and `v`, if these are eigenvectors of the two
annihilation operators with the same eigenvalue and give equal emitter expectations. -/
theorem Paired.overlap (hp : S.a p = c • p) (hv : T.a v = c • v)
    (hst : ∀ m, ⟪p, S.emitter m p⟫_ℂ = ⟪v, T.emitter m v⟫_ℂ)
    (h : Paired S T p v x y) : ⟪p, x⟫_ℂ = ⟪v, y⟫_ℂ := by
  induction h with
  | emitter m => exact hst m
  | create _ ih =>
    rw [← S.adjoint, ← T.adjoint, hp, hv, inner_smul_left, inner_smul_left, ih]
  | add _ _ ih ih' => rw [inner_add_right, inner_add_right, ih, ih']

/-- **Mollow transformation.** If `a p = c p`, `a v = 0`, and `p` and `v` give the same emitter
expectations, then any polynomial in field and emitter operators has the same expectation in `p`
as its displaced version has in `v`. -/
theorem mollow (hp : S.a p = c • p) (hv : T.a v = 0)
    (hst : ∀ m, ⟪p, S.emitter m p⟫_ℂ = ⟪v, T.emitter m v⟫_ℂ) (f : Observable A) :
    ⟪p, S.eval f p⟫_ℂ = ⟪v, (T.displace c).eval f v⟫_ℂ := by
  -- the vacuum is an eigenvector of the displaced annihilation operator
  have hv' : (T.displace c).a v = c • v := by
    change T.a v + c • v = c • v
    rw [hv, zero_add]
  have h0 := Paired.emitter (S := S) (T := T.displace c) (p := p) (v := v) 1
  rw [map_one, map_one] at h0
  exact (Paired.eval hp hv' f p v h0).overlap hp hv' hst

/-- For the field alone (emitter operators are scalars), let `p` and `v` be unit vectors with
`a p = c p` and `a v = 0`. Then any polynomial in the field operators has the same expectation in
`p` as its displaced version has in `v`. -/
theorem mollow_field {S : EmitterField ℂ V} {T : EmitterField ℂ W} (hp : S.a p = c • p)
    (hv : T.a v = 0) (hp1 : ‖p‖ = 1) (hv1 : ‖v‖ = 1) (f : Observable ℂ) :
    ⟪p, S.eval f p⟫_ℂ = ⟪v, (T.displace c).eval f v⟫_ℂ := by
  refine mollow hp hv (fun m => ?_) f
  have hm : m • (1 : ℂ) = m := by rw [smul_eq_mul, mul_one]
  have hS := map_smul S.emitter m (1 : ℂ)
  have hT := map_smul T.emitter m (1 : ℂ)
  rw [hm, map_one] at hS hT
  rw [hS, hT, LinearMap.smul_apply, LinearMap.smul_apply, Module.End.one_apply,
    Module.End.one_apply, inner_smul_right, inner_smul_right, inner_self_eq_norm_sq_to_K,
    inner_self_eq_norm_sq_to_K, hp1, hv1]

/-- The Hamiltonian `h + s a + s' ad`: emitter energy `h` plus a coupling in which `s` accompanies
absorption and `s'` accompanies emission of a photon. -/
def hamiltonian (h s s' : A) : Observable A :=
  .add (.add (.emitter h) (.mul (.emitter s) .a)) (.mul (.emitter s') .ad)

/-- Displacing the field adds the classical drive `c s + conj c s'` to the emitter Hamiltonian. -/
theorem hamiltonian_displace (T : EmitterField A W) (c : ℂ) (h s s' : A) :
    (T.displace c).eval (hamiltonian h s s') =
      T.eval (hamiltonian (h + (c • s + conj c • s')) s s') := by
  have regroup : ∀ u q r t w : W, u + (q + r) + (t + w) = u + (r + w) + q + t := by
    intros; abel
  refine LinearMap.ext fun x => ?_
  simp only [hamiltonian, EmitterField.eval]
  change T.emitter h x + T.emitter s (T.a x + c • x) + T.emitter s' (T.ad x + conj c • x) =
    T.emitter (h + (c • s + conj c • s')) x + T.emitter s (T.a x) + T.emitter s' (T.ad x)
  simp only [map_add, map_smul, LinearMap.add_apply, LinearMap.smul_apply]
  exact regroup _ _ _ _ _

/-- If `a p = c p`, `a v = 0`, and `p` and `v` give equal emitter expectations, then `H^j m H^k`
has the same expectation in `p` as in `v` with the classical drive added to `H`. -/
theorem driven_emitter (hp : S.a p = c • p) (hv : T.a v = 0)
    (hst : ∀ m, ⟪p, S.emitter m p⟫_ℂ = ⟪v, T.emitter m v⟫_ℂ) (h s s' m : A) (j k : ℕ) :
    ⟪p, (S.eval (hamiltonian h s s') ^ j * S.emitter m *
        S.eval (hamiltonian h s s') ^ k) p⟫_ℂ =
      ⟪v, (T.eval (hamiltonian (h + (c • s + conj c • s')) s s') ^ j * T.emitter m *
        T.eval (hamiltonian (h + (c • s + conj c • s')) s s') ^ k) v⟫_ℂ := by
  have key := mollow hp hv hst
    (.mul (.mul (.pow (hamiltonian h s s') j) (.emitter m)) (.pow (hamiltonian h s s') k))
  simp only [EmitterField.eval, hamiltonian_displace] at key
  exact key

end MollowTransformation
```

```lean
#print axioms MollowTransformation.mollow_field
#print axioms MollowTransformation.driven_emitter
```

```
'MollowTransformation.mollow_field' depends on axioms: [propext, Classical.choice, Quot.sound]
'MollowTransformation.driven_emitter' depends on axioms: [propext, Classical.choice, Quot.sound]
```

The proof replaces the explicit sums over $k$ by the relation `Paired`. Two vectors are paired if the same recipe of emitter operators, creation and addition builds one from `p` and the other from `v`. A relation is convenient because one vector may have several recipes, and nobody has to show that they lead to the same partner.

`Paired.annihilate` is the hand calculation for $a\,(a^\dagger)^k m\,p$, done by induction on the recipe. At the start of a recipe, the eigenvalue is absorbed into the emitter operator as `c • m`. After a creation step, `ccr` turns $a\,a^\dagger x$ into $a^\dagger a\,x+x$, and both terms have paired partners. `Paired.act` does the same for emitter operators, moving them past `ad` and multiplying them together at the start. `Paired.eval` then goes through the polynomial by induction, with an inner induction for powers.

`Paired.overlap` is the chain of overlaps: each creation operator moves to the left side of the inner product, where it becomes an annihilation operator and yields $\bar c$. The proof of `mollow` checks that `v` is an eigenvector of the displaced annihilation operator, pairs `p` with `v` through the emitter operator `1`, and applies `Paired.eval` and `Paired.overlap` to `S` and `T.displace c`.

`hamiltonian_displace` expands the displaced Hamiltonian on an arbitrary vector and collects the drive terms. It is an equality of operators and needs no particular state. `driven_emitter` applies `mollow` to the polynomial $H^j m H^k$ and rewrites both displaced Hamiltonians with that equality.

For simulations of one mode coupled linearly to an emitter, this means that the initial Fock basis need not hold the $|c|^2$ photons of the coherent field. It must still be large enough for the photons that build up in the displaced mode later. Field observables have to be displaced as well: the photon number of the original description is $(a^\dagger+\bar c)(a+c)$ in yours, not $a^\dagger a$.
